# The Weyl–Paldus formula for the number of Shavitt walks

Distribute six electrons over six spatial orbitals and suppose that only the singlet states are wanted. Counting Slater determinants with spin projection $M=0$ gives $\binom{6}{3}^2=400$, which is the wrong size for the problem: those determinants also span triplet, quintet and septet states. A program can list the spin-adapted configurations instead, but if it misses one or lists one twice, the length of the list reveals nothing unless the correct number is known independently.

For $n$ orbitals, $N$ electrons and total spin $S$, the number is a product of two binomial coefficients multiplied by $(2S+1)/(n+1)$. It is derived here by counting walks that build up the configuration one orbital at a time.

## Four ways to add an orbital

Describe a partly built configuration by two natural numbers, $b=2S$ and $a=N/2-S$, where $N$ and $S$ refer to the orbitals treated so far. The next orbital changes $(a,b)$ by one of four steps:

- empty: $(0,0)$;
- singly occupied, with the spin coupled so that $S$ rises by $\tfrac12$: $(0,1)$;
- singly occupied, with the spin coupled so that $S$ falls by $\tfrac12$: $(1,-1)$;
- doubly occupied: $(1,0)$.

Since a spin is never negative, $b\ge 0$ must hold after every step. A sequence of $n$ such steps starting at $(0,0)$ is a Shavitt walk.

In Lean 4 with Mathlib:

```lean
import Mathlib

namespace ShavittWalks

/-- Shavitt walks with `n` steps from `(0,0)` to `(a,b)`. Each orbital adds one of the steps
`(0,0)`, `(0,1)`, `(1,-1)`, `(1,0)`, and `b` is a natural number at every stage. -/
inductive Walk : ℕ → ℕ → ℕ → Type
  | nil : Walk 0 0 0
  | empty {n a b : ℕ} (w : Walk n a b) : Walk (n + 1) a b
  | up {n a b : ℕ} (w : Walk n a b) : Walk (n + 1) a (b + 1)
  | down {n a b : ℕ} (w : Walk n a (b + 1)) : Walk (n + 1) (a + 1) b
  | double {n a b : ℕ} (w : Walk n a b) : Walk (n + 1) (a + 1) b
```

An element of `Walk n a b` is one walk with $n$ steps ending at $(a,b)$. The names `up` and `down` refer to the change in total spin, not to the spin projection of the added electron. The constructor `down` accepts only a walk whose last index has the form `b + 1`, so no walk can pass through a negative $b$. With two orbitals and endpoint $(1,0)$, for example, `up` then `down` is allowed and `down` then `up` is not. Together with the two placements of a doubly occupied orbital this gives three singlet walks.

The electrons along a walk are counted by adding $0$, $1$, $1$ or $2$ per step.

```lean
/-- The number of electrons placed along a walk: none, one, one or two for the four steps. -/
def Walk.electrons {n a b : ℕ} : Walk n a b → ℕ
  | .nil => 0
  | .empty w => w.electrons
  | .up w => w.electrons + 1
  | .down w => w.electrons + 1
  | .double w => w.electrons + 2
```

In each case the number added equals the change in $2a+b$: the steps give $0$, $1$, $2-1=1$ and $2$. Both quantities start at zero, so
$$N=2a+b .$$

```lean
/-- A walk ending at `(a,b)` carries `2a + b` electrons. -/
theorem electrons_eq {n a b : ℕ} (w : Walk n a b) : w.electrons = 2 * a + b := by
  induction w <;> simp only [Walk.electrons] <;> omega
```

The proof is an induction along the walk, one case per constructor. With $b$ read as $2S$, the equation gives back $a=N/2-S$.

That reading contains the step from the model to real electrons. An empty orbital has spin zero, and so has a doubly occupied one, by the Pauli principle; neither changes $S$. A singly occupied orbital adds a spin $\tfrac12$, which turns a state of spin $S$ into $S+\tfrac12$ once and, if $S>0$, into $S-\tfrac12$ once. The walks ending at $(a,b)$ therefore label a basis of the states with the corresponding $N$ and $S$ and one fixed $M$. This comes from the Pauli principle and angular momentum theory, and it enters through the choice of steps. The theorems below are about the walks.

Write $W(n,a,b)$ for the number of walks with $n$ steps ending at $(a,b)$.

```lean
/-- The number of `n`-step Shavitt walks from `(0,0)` to `(a,b)`. -/
noncomputable def count (n a b : ℕ) : ℕ := Nat.card (Walk n a b)
```

## Removing the last orbital

The count obeys a recursion, because every walk with $n+1$ steps is a shorter walk plus one last step. Which last steps have to be considered depends on whether $a$ and $b$ vanish at the endpoint.

At $(0,0)$ there are no electrons, so the last orbital is empty: $W(n+1,0,0)=W(n,0,0)$.

```lean
/-- A walk ending at `(0,0)` has an empty last orbital. -/
def lastVacuum (n : ℕ) : Walk (n + 1) 0 0 ≃ Walk n 0 0 where
  toFun := fun | .empty w => w
  invFun := .empty
  left_inv := by intro w; cases w; rfl
  right_inv := by intro w; rfl
```

At $(0,b+1)$ every electron has raised the spin, and the last orbital is empty or raises it once more: $W(n+1,0,b+1)=W(n,0,b+1)+W(n,0,b)$.

```lean
/-- A walk ending at `(0,b+1)` has a last orbital that is empty or raises `b`. -/
def lastHighSpin (n b : ℕ) :
    Walk (n + 1) 0 (b + 1) ≃ Walk n 0 (b + 1) ⊕ Walk n 0 b where
  toFun := fun
    | .empty w => .inl w
    | .up w => .inr w
  invFun := Sum.elim .empty .up
  left_inv := by intro w; cases w <;> rfl
  right_inv := by rintro (w | w) <;> rfl
```

At $(a+1,0)$ the last step cannot have raised $b$, which leaves three possibilities: $W(n+1,a+1,0)=W(n,a+1,0)+W(n,a,1)+W(n,a,0)$.

```lean
/-- A walk ending at `(a+1,0)` has a last orbital that is empty, lowers `b`, or is doubly
occupied. -/
def lastSinglet (n a : ℕ) :
    Walk (n + 1) (a + 1) 0 ≃ (Walk n (a + 1) 0 ⊕ Walk n a 1) ⊕ Walk n a 0 where
  toFun := fun
    | .empty w => .inl (.inl w)
    | .down w => .inl (.inr w)
    | .double w => .inr w
  invFun := Sum.elim (Sum.elim .empty .down) .double
  left_inv := by intro w; cases w <;> rfl
  right_inv := by rintro ((w | w) | w) <;> rfl
```

At $(a+1,b+1)$ all four steps have to be considered, although some of the four sets of shorter walks are empty if $n$ is too small for the endpoint:
$$W(n+1,a+1,b+1)=W(n,a+1,b+1)+W(n,a+1,b)+W(n,a,b+2)+W(n,a,b+1).$$

```lean
/-- A walk ending at `(a+1,b+1)` can have any of the four steps as its last one. -/
def lastGeneral (n a b : ℕ) :
    Walk (n + 1) (a + 1) (b + 1) ≃
      ((Walk n (a + 1) (b + 1) ⊕ Walk n (a + 1) b) ⊕ Walk n a (b + 2)) ⊕
        Walk n a (b + 1) where
  toFun := fun
    | .empty w => .inl (.inl (.inl w))
    | .up w => .inl (.inl (.inr w))
    | .down w => .inl (.inr w)
    | .double w => .inr w
  invFun := Sum.elim (Sum.elim (Sum.elim .empty .up) .down) .double
  left_inv := by intro w; cases w <;> rfl
  right_inv := by rintro (((w | w) | w) | w) <;> rfl
```

Each of these four definitions is a bijection (`≃`), the first onto a single set of shorter walks and the other three onto a disjoint union (`⊕`) of such sets. One direction strips the last step, the other puts it back, and the two remaining fields check that they undo each other.

There is at most one walk of length zero, and each added step leads to a union of at most four finite sets. Hence there are finitely many walks for every length and endpoint.

```lean
/-- There are finitely many Shavitt walks of given length and endpoint. -/
instance finite_walk (n a b : ℕ) : Finite (Walk n a b) := by
  induction n generalizing a b with
  | zero =>
    have : Subsingleton (Walk 0 a b) := ⟨fun x y => by cases x; cases y; rfl⟩
    infer_instance
  | succ n ih =>
    match a, b with
    | 0, 0 => exact Finite.of_equiv _ (lastVacuum n).symm
    | 0, b + 1 => exact Finite.of_equiv _ (lastHighSpin n b).symm
    | a + 1, 0 => exact Finite.of_equiv _ (lastSinglet n a).symm
    | a + 1, b + 1 => exact Finite.of_equiv _ (lastGeneral n a b).symm
```

Finiteness matters because `Nat.card` assigns the value $0$ to an infinite type. With it, the cardinality of a disjoint union is the sum of the cardinalities, and the bijections become the recursion.

## The closed form survives one more orbital

The claim is
$$(n+1)\,W(n,a,b)=(b+1)\binom{n+1}{a}\binom{n+1}{a+b+1}.$$
Assume it for $n$ and consider an endpoint $(a,b)$ after $n+1$ steps. Abbreviate
$$P=\binom{n+1}{a},\quad P'=\binom{n+1}{a-1},\quad Q=\binom{n+1}{a+b+1},\quad Q'=\binom{n+1}{a+b},$$
with $P'=0$ if $a=0$. Let $w_0,w_1,w_2,w_3$ be the numbers of walks whose last step is empty, up, down or double. By assumption,
$$(n+1)w_0=(b+1)PQ,\qquad (n+1)w_1=bPQ',$$
$$(n+1)w_2=(b+2)P'Q,\qquad (n+1)w_3=(b+1)P'Q'.$$
A forbidden last step fits the same pattern: the factor $b$ removes $w_1$ when $b=0$, and $P'=0$ removes $w_2$ and $w_3$ when $a=0$.

Pascal's rule gives $X=P'+P=\binom{n+2}{a}$ and $Y=Q'+Q=\binom{n+2}{a+b+1}$. Adding the four equations,
$$(n+1)\sum_i w_i=(b+1)XY+P'Q-PQ'=(b+1)XY+P'Y-XQ'.$$
The absorption identity gives $(n+2)P'=aX$ and $(n+2)Q'=(a+b+1)Y$. Multiplying the sum by $n+2$ therefore yields
$$(n+1)(n+2)\sum_i w_i=(n+2)(b+1)XY+\bigl[a-(a+b+1)\bigr]XY=(n+1)(b+1)XY,$$
and cancelling $n+1$ leaves the claim for $n+1$ steps.

```lean
/-- Adding one orbital preserves the closed form: if the four predecessor counts `w₀, …, w₃`
obey it, so does their sum. Here `P'`, `P` and `X` are related by Pascal's rule and absorption. -/
theorem branching_step (n a b P P' X w₀ w₁ w₂ w₃ : ℕ)
    (hX : X = P' + P) (r : (n + 1 + 1) * P' = X * a)
    (h₀ : (n + 1) * w₀ = (b + 1) * P * (n + 1).choose (a + b + 1))
    (h₁ : (n + 1) * w₁ = b * P * (n + 1).choose (a + b))
    (h₂ : (n + 1) * w₂ = (b + 2) * P' * (n + 1).choose (a + b + 1))
    (h₃ : (n + 1) * w₃ = (b + 1) * P' * (n + 1).choose (a + b)) :
    (n + 1 + 1) * (w₀ + w₁ + w₂ + w₃) =
      (b + 1) * X * (n + 1 + 1).choose (a + b + 1) := by
  have hY := Nat.choose_succ_succ' (n + 1) (a + b)
  have s := Nat.add_one_mul_choose_eq (n + 1) (a + b)
  generalize (n + 1 + 1).choose (a + b + 1) = Y at hY s ⊢
  generalize (n + 1).choose (a + b + 1) = Q at hY h₀ h₂
  generalize (n + 1).choose (a + b) = Q' at hY s h₁ h₃
  subst hX hY
  -- multiply by `n + 1` to use the four predecessor formulas
  apply Nat.eq_of_mul_eq_mul_left (show 0 < n + 1 by omega)
  zify at r s h₀ h₁ h₂ h₃ ⊢
  linear_combination ((n : ℤ) + 2) * (h₀ + h₁ + h₂ + h₃) + ((Q' : ℤ) + Q) * r
    - ((P' : ℤ) + P) * s
```

The lemma takes $P$, $P'$ and $X$ as arbitrary natural numbers subject to `hX` (Pascal) and `r` (absorption), so that one statement serves $a=0$ and $a>0$ alike. The corresponding facts for $Q$, $Q'$ and $Y$ are `hY` and `s`. The calculation moves to the integers, where subtraction is available, and `linear_combination` adds the same multiples as above: $n+2$ times the four predecessor equations, plus $Y$ times `r`, minus $X$ times `s`.

## The number of walks

It remains to start the induction. With no orbitals there is one walk, ending at $(0,0)$, and the formula reads $1\cdot 1=1\cdot\binom10\binom11$. For any other endpoint there is no walk, and $\binom{1}{a+b+1}=0$ because $a+b+1>1$. The recursion and the preceding calculation then carry the formula from $n$ to $n+1$.

```lean
/-- Weyl-Paldus formula for Shavitt walks: the number `W` of `n`-step walks from `(0,0)` to
`(a,b)` satisfies `(n+1) W = (b+1) C(n+1,a) C(n+1,a+b+1)`. -/
theorem weyl_paldus (n a b : ℕ) :
    (n + 1) * count n a b = (b + 1) * (n + 1).choose a * (n + 1).choose (a + b + 1) := by
  induction n generalizing a b with
  | zero =>
    match a, b with
    | 0, 0 =>
      have : Nonempty (Walk 0 0 0) := ⟨.nil⟩
      have : Subsingleton (Walk 0 0 0) := ⟨fun x y => by cases x; cases y; rfl⟩
      have h : count 0 0 0 = 1 := Nat.card_unique
      rw [h]
      decide
    | 0, b + 1 =>
      have : IsEmpty (Walk 0 0 (b + 1)) := ⟨fun w => by cases w⟩
      have h : count 0 0 (b + 1) = 0 := Nat.card_of_isEmpty
      rw [h, Nat.choose_eq_zero_of_lt (show 0 + 1 < 0 + (b + 1) + 1 by omega),
        mul_zero, mul_zero]
    | a + 1, b =>
      have : IsEmpty (Walk 0 (a + 1) b) := ⟨fun w => by cases w⟩
      have h : count 0 (a + 1) b = 0 := Nat.card_of_isEmpty
      rw [h, Nat.choose_eq_zero_of_lt (show 0 + 1 < a + 1 + b + 1 by omega),
        mul_zero, mul_zero]
  | succ n ih =>
    have ih' : ∀ a b k, k = a + b + 1 →
        (n + 1) * count n a b = (b + 1) * (n + 1).choose a * (n + 1).choose k := by
      rintro a b k rfl
      exact ih a b
    -- split by the last step; forbidden predecessors contribute zero
    match a, b with
    | 0, 0 =>
      have e : count (n + 1) 0 0 = count n 0 0 + 0 + 0 + 0 :=
        Nat.card_congr (lastVacuum n)
      rw [e]
      exact branching_step n 0 0 ((n + 1).choose 0) 0 _ _ _ _ _ (by simp) (by simp)
        (ih' 0 0 _ (by omega)) (by simp) (by simp) (by simp)
    | 0, b + 1 =>
      have e : count (n + 1) 0 (b + 1) = count n 0 (b + 1) + count n 0 b + 0 + 0 :=
        (Nat.card_congr (lastHighSpin n b)).trans
          (by simp only [Nat.card_sum, count, add_zero])
      rw [e]
      exact branching_step n 0 (b + 1) ((n + 1).choose 0) 0 _ _ _ _ _ (by simp) (by simp)
        (ih' 0 (b + 1) _ (by omega)) (ih' 0 b _ (by omega)) (by simp) (by simp)
    | a + 1, 0 =>
      have e : count (n + 1) (a + 1) 0 = count n (a + 1) 0 + 0 + count n a 1 + count n a 0 :=
        (Nat.card_congr (lastSinglet n a)).trans
          (by simp only [Nat.card_sum, count, add_zero])
      rw [e]
      exact branching_step n (a + 1) 0 _ _ _ _ _ _ _ (Nat.choose_succ_succ' (n + 1) a)
        (Nat.add_one_mul_choose_eq (n + 1) a) (ih' (a + 1) 0 _ (by omega)) (by simp)
        (ih' a 1 _ (by omega)) (ih' a 0 _ (by omega))
    | a + 1, b + 1 =>
      have e : count (n + 1) (a + 1) (b + 1) = count n (a + 1) (b + 1) + count n (a + 1) b
          + count n a (b + 2) + count n a (b + 1) :=
        (Nat.card_congr (lastGeneral n a b)).trans (by simp only [Nat.card_sum, count])
      rw [e]
      exact branching_step n (a + 1) (b + 1) _ _ _ _ _ _ _
        (Nat.choose_succ_succ' (n + 1) a) (Nat.add_one_mul_choose_eq (n + 1) a)
        (ih' (a + 1) (b + 1) _ (by omega)) (ih' (a + 1) b _ (by omega))
        (ih' a (b + 2) _ (by omega)) (ih' a (b + 1) _ (by omega))
```

In words: for all natural numbers $n$, $a$ and $b$, with no restriction on their sizes, $n+1$ times the number of walks equals $b+1$ times the two binomial coefficients. The product form avoids division of natural numbers. In the proof, each equation `e` is the recursion for one type of endpoint, with zeros written in for the forbidden steps, and `branching_step` finishes the case.

In terms of electrons and spin the result is
$$W=\frac{2S+1}{n+1}\binom{n+1}{N/2-S}\binom{n+1}{N/2+S+1}.$$
For a finite set of $n$ orbitals, and without use of spatial symmetry, this is the dimension of the full configuration interaction problem at fixed $N$, $S$ and $M$.

## Which endpoints occur

The factor $\binom{n+1}{a+b+1}$ vanishes when $a+b>n$. When $a+b\le n$, both binomial coefficients are positive, and so is $W$. An endpoint is therefore reached exactly when $a+b\le n$.

```lean
/-- The endpoint `(a,b)` can be reached with `n` orbitals exactly when `a + b ≤ n`. -/
theorem reachable_iff (n a b : ℕ) : Nonempty (Walk n a b) ↔ a + b ≤ n := by
  rw [← Finite.card_pos_iff]
  change 0 < count n a b ↔ _
  have h := weyl_paldus n a b
  constructor
  · intro hp
    by_contra hc
    have hpos : 0 < (n + 1) * count n a b := Nat.mul_pos (by omega) hp
    rw [h, Nat.choose_eq_zero_of_lt (show n + 1 < a + b + 1 by omega), mul_zero] at hpos
    exact lt_irrefl 0 hpos
  · intro hab
    have hpos : 0 < (n + 1) * count n a b := by
      rw [h]
      exact Nat.mul_pos (Nat.mul_pos (by omega) (Nat.choose_pos (by omega)))
        (Nat.choose_pos (by omega))
    exact Nat.pos_of_ne_zero fun h0 => by
      rw [h0, mul_zero] at hpos
      exact lt_irrefl 0 hpos
```

Since $a+b=N/2+S$ is the number of spin-up electrons in the state with $M=S$, the condition is the Pauli principle: no two of them can share an orbital.

## Electrons and holes

Let $c=n-a-b$, which is a natural number for every reachable endpoint. By the symmetry of binomial coefficients, $\binom{n+1}{a+b+1}=\binom{n+1}{c}$, so
$$(n+1)W(n,a,b)=(b+1)\binom{n+1}{a}\binom{n+1}{c}.$$
The right-hand side does not change when $a$ and $c$ are exchanged.

```lean
/-- Particle-hole symmetry: if `a + b + c = n`, exchanging `a` and `c` at fixed `b` leaves the
number of walks unchanged. -/
theorem particle_hole {n a b c : ℕ} (h : a + b + c = n) : count n a b = count n c b := by
  have h₁ : (n + 1).choose (a + b + 1) = (n + 1).choose c :=
    Nat.choose_symm_of_eq_add (by omega)
  have h₂ : (n + 1).choose (c + b + 1) = (n + 1).choose a :=
    Nat.choose_symm_of_eq_add (by omega)
  apply Nat.eq_of_mul_eq_mul_left (show 0 < n + 1 by omega)
  rw [weyl_paldus, weyl_paldus, h₁, h₂]
  ring
```

The exchange keeps $S$ and replaces $N=2a+b$ by $2c+b=2n-N$, the number of holes. The theorem equates two numbers of configurations and makes no statement about energies.

## Six electrons in six orbitals

For the singlets of the opening example, $n=6$, $a=3$ and $b=0$. Then
$$7W=\binom73\binom74=35\cdot35=1225,\qquad W=175.$$

```lean
/-- For six orbitals there are 175 walks ending at `a = 3`, `b = 0`, the singlet endpoint for
six electrons. -/
theorem six_electrons_six_orbitals : count 6 3 0 = 175 := by
  have e : (0 + 1) * (6 + 1).choose 3 * (6 + 1).choose (3 + 0 + 1) = 1225 := by decide
  have h := (weyl_paldus 6 3 0).trans e
  omega

end ShavittWalks
```

The same formula gives $189$ triplet, $35$ quintet and $1$ septet configurations. Each multiplet has one component with $M=0$, and $175+189+35+1=400$ recovers the number of determinants.

```lean
#print axioms ShavittWalks.weyl_paldus
#print axioms ShavittWalks.reachable_iff
#print axioms ShavittWalks.particle_hole
#print axioms ShavittWalks.six_electrons_six_orbitals
```

```
'ShavittWalks.weyl_paldus' depends on axioms: [propext, Classical.choice, Quot.sound]
'ShavittWalks.reachable_iff' depends on axioms: [propext, Classical.choice, Quot.sound]
'ShavittWalks.particle_hole' depends on axioms: [propext, Classical.choice, Quot.sound]
'ShavittWalks.six_electrons_six_orbitals' depends on axioms: [propext, Classical.choice, Quot.sound]
```
